# At fixed momentum, the screened interaction between two polarizable sheets falls with distance and takes the Keldysh form at zero distance

**Q:** I am setting up a Bethe–Salpeter calculation for an exciton with its electron in one layer and its hole in another. At each in-plane momentum transfer q > 0, I must enter their attraction, screened by both layers. What number goes in?

**A:** Minus W₁₂, apart from the normalization by area and the overlaps of the Bloch states, which enter the matrix element separately. Here W is the screened repulsion between like unit charges, and the subscripts name the layers. For two thin sheets at distance d, write x = exp(-qd). In units where e²/(4πε₀) = 1, and with vacuum around the sheets, the bare interaction is

v = (2π/q) [[1, x], [x, 1]].

Each sheet responds to the potential in its own plane through a screening length, r₁ or r₂. This length is 2π times the sheet's static in-plane polarizability per area, and it is nonnegative when the sheet polarizes along the field. The induced density is P times the potential, with

P = -(q²/(2π)) diag(r₁, r₂).

The total interaction contains the bare one and the response to itself, W = v + vPW, so W = (1 - vP)⁻¹v. The prefactors of v and P multiply to -q, hence

1 - vP = [[1 + r₁q, r₂qx], [r₁qx, 1 + r₂q]].

Its determinant is

D = (1 + r₁q)(1 + r₂q) - r₁r₂q²x² = 1 + (r₁ + r₂)q + r₁r₂q²(1 - x²).

Since 0 < x ≤ 1, D is at least 1 and the inverse exists:

(1 - vP)⁻¹ = (1/D) [[1 + r₂q, -r₂qx], [-r₁qx, 1 + r₁q]].

Multiplying by v, the first row gives 1 + r₂q - r₂qx² and (1 + r₂q)x - r₂qx = x. The second row follows by exchanging the layers. So

W₁₁ = 2π(1 + r₂q(1 - x²))/(qD),

W₁₂ = W₂₁ = 2πx/(qD),

W₂₂ = 2π(1 + r₁q(1 - x²))/(qD).

**Q:** And how does W₁₂ behave as the layers move apart?

**A:** As d grows, x falls strictly and D does not fall, so W₁₂ falls strictly. For the comparison with W₁₁, subtract:

W₁₁ - W₁₂ = (2π/(qD)) (1 - x)(1 + r₂q(1 + x)).

This is nonnegative, and it vanishes only for x = 1, that is, d = 0. There D = 1 + (r₁ + r₂)q, and all four entries equal

2π/(q(1 + (r₁ + r₂)q)).

For d → ∞, x → 0 and the factor 1 + r₂q cancels from W₁₁, leaving 2π/(q(1 + r₁q)), the interaction in layer 1 alone.

**Q:** My worry is the formal version. If W is defined as the final formula, the theorem says nothing about screening.

**A:** It is defined from v and P. Here are the two inputs.

```lean
import Mathlib

open Real Filter Topology

namespace BilayerScreening

noncomputable section

/-- Bare Coulomb interaction, at in-plane momentum of magnitude `q > 0`, within and between two
parallel sheets at distance `d ≥ 0`. -/
def bare (q d : ℝ) : Matrix (Fin 2) (Fin 2) ℝ :=
  (2 * π / q) • !![1, Real.exp (-(q * d)); Real.exp (-(q * d)), 1]

/-- Static polarization of two sheets with screening lengths `r₁` and `r₂`. -/
def polarization (q r₁ r₂ : ℝ) : Matrix (Fin 2) (Fin 2) ℝ :=
  (-(q ^ 2 / (2 * π))) • !![r₁, 0; 0, r₂]
```

The type `Matrix (Fin 2) (Fin 2) ℝ` is a real 2×2 matrix over the layers. Lean counts from zero, so index 0 is layer 1 and index 1 is layer 2; `screened q d r₁ r₂ 0 1` is W₁₂. The screened matrix is built with the inverse:

```lean
/-- Screened interaction `W = (1 - v P)⁻¹ v` of the bilayer, for `q > 0`, `d ≥ 0` and invertible
`1 - v P`. -/
def screened (q d r₁ r₂ : ℝ) : Matrix (Fin 2) (Fin 2) ℝ :=
  (1 - bare q d * polarization q r₁ r₂)⁻¹ * bare q d
```

The next two definitions are abbreviations. `keldysh` is the momentum-space interaction of one thin sheet; the name is often used for its real-space transform. `screeningDet` is D.

```lean
/-- Keldysh interaction of a single sheet with screening length `r ≥ 0`, at in-plane momentum of
magnitude `q > 0`. -/
def keldysh (q r : ℝ) : ℝ := 2 * π / (q * (1 + r * q))

/-- The combination of momentum, screening lengths and distance that appears in the denominator of
the screened interaction. -/
def screeningDet (q d r₁ r₂ : ℝ) : ℝ :=
  (1 + r₁ * q) * (1 + r₂ * q) - r₁ * r₂ * q ^ 2 * Real.exp (-(q * d)) ^ 2
```

**Q:** Where does Lean establish that D belongs to the dielectric matrix?

**A:** In the next two theorems. The first combines the prefactors into -q, replaces the exponential by a letter x, and checks the four entries with `ring`.

```lean
/-- The dielectric matrix `1 - v P` of the bilayer, entry by entry, for `q > 0`. -/
theorem dielectric_eq {q : ℝ} (hq : 0 < q) (d r₁ r₂ : ℝ) :
    1 - bare q d * polarization q r₁ r₂ =
      !![1 + r₁ * q, r₂ * q * Real.exp (-(q * d));
         r₁ * q * Real.exp (-(q * d)), 1 + r₂ * q] := by
  have hs : (2 * π / q) * (-(q ^ 2 / (2 * π))) = -q := by
    have := Real.pi_ne_zero
    field_simp
  have hm : bare q d * polarization q r₁ r₂ =
      (-q) • (!![1, Real.exp (-(q * d)); Real.exp (-(q * d)), 1] * !![r₁, 0; 0, r₂]) := by
    rw [bare, polarization, Matrix.smul_mul, Matrix.mul_smul, smul_smul, hs]
  rw [hm]
  generalize Real.exp (-(q * d)) = x
  ext i j
  fin_cases i <;> fin_cases j <;> simp <;> ring
```

The second takes the 2×2 determinant. For positivity it uses the same nonnegative term as above, r₁r₂q²(1 - x²), and `nlinarith` adds the terms r₁q and r₂q.

```lean
/-- For `q > 0`, nonnegative distance and nonnegative screening lengths, the determinant of the
dielectric matrix is `screeningDet`, and it is positive. -/
theorem det_dielectric {q d r₁ r₂ : ℝ} (hq : 0 < q) (hd : 0 ≤ d) (h₁ : 0 ≤ r₁) (h₂ : 0 ≤ r₂) :
    (1 - bare q d * polarization q r₁ r₂).det = screeningDet q d r₁ r₂ ∧
      0 < screeningDet q d r₁ r₂ := by
  constructor
  · rw [dielectric_eq hq, Matrix.det_fin_two_of, screeningDet]
    ring
  · have hx : Real.exp (-(q * d)) ≤ 1 :=
      Real.exp_le_one_iff.2 (neg_nonpos.2 (mul_nonneg hq.le hd))
    have hx2 : Real.exp (-(q * d)) ^ 2 ≤ 1 := pow_le_one₀ (Real.exp_pos _).le hx
    have h : 0 ≤ r₁ * r₂ * q ^ 2 * (1 - Real.exp (-(q * d)) ^ 2) :=
      mul_nonneg (by positivity) (by linarith)
    unfold screeningDet
    nlinarith [mul_nonneg h₁ hq.le, mul_nonneg h₂ hq.le]
```

**Q:** Does the matrix inverse also solve the self-consistent equation I started from?

**A:** Yes, and nothing else does. `dyson_iff` takes an arbitrary matrix `W` and says that it satisfies the Dyson equation if and only if it is `screened q d r₁ r₂`. The proof rewrites the equation as (1 - vP)W = v and multiplies from the left by the inverse, which is legitimate because D ≠ 0.

```lean
/-- For `q > 0`, nonnegative distance and nonnegative screening lengths, the screened interaction
is the one and only solution of the Dyson equation `W = v + v P W`. -/
theorem dyson_iff {q d r₁ r₂ : ℝ} (hq : 0 < q) (hd : 0 ≤ d) (h₁ : 0 ≤ r₁) (h₂ : 0 ≤ r₂)
    (W : Matrix (Fin 2) (Fin 2) ℝ) :
    W = bare q d + bare q d * polarization q r₁ r₂ * W ↔ W = screened q d r₁ r₂ := by
  obtain ⟨hdet, hpos⟩ := det_dielectric hq hd h₁ h₂
  have hu : IsUnit (1 - bare q d * polarization q r₁ r₂).det := by
    rw [hdet]
    exact hpos.ne'.isUnit
  -- the Dyson equation is the linear system `(1 - v P) W = v`
  rw [← sub_eq_iff_eq_add]
  have hlin : W - bare q d * polarization q r₁ r₂ * W =
      (1 - bare q d * polarization q r₁ r₂) * W := by
    rw [sub_mul, one_mul]
  rw [hlin, screened]
  constructor
  · intro h
    have h' := congrArg (fun M => (1 - bare q d * polarization q r₁ r₂)⁻¹ * M) h
    simpa only [← Matrix.mul_assoc, Matrix.nonsing_inv_mul _ hu, Matrix.one_mul] using h'
  · intro h
    rw [h, ← Matrix.mul_assoc, Matrix.mul_nonsing_inv _ hu, Matrix.one_mul]
```

This shortens the next proof. Where I computed the inverse, Lean multiplies the proposed answer by 1 - vP, finds D [[1, x], [x, 1]] in `hm`, and concludes by uniqueness.

```lean
/-- Closed form of the full screened interaction matrix, for `q > 0`, nonnegative distance and
nonnegative screening lengths. -/
theorem screened_eq {q d r₁ r₂ : ℝ} (hq : 0 < q) (hd : 0 ≤ d) (h₁ : 0 ≤ r₁) (h₂ : 0 ≤ r₂) :
    screened q d r₁ r₂ = (2 * π / (q * screeningDet q d r₁ r₂)) •
      !![1 + r₂ * q * (1 - Real.exp (-(q * d)) ^ 2), Real.exp (-(q * d));
         Real.exp (-(q * d)), 1 + r₁ * q * (1 - Real.exp (-(q * d)) ^ 2)] := by
  have hD := (det_dielectric hq hd h₁ h₂).2.ne'
  have hs : 2 * π / (q * screeningDet q d r₁ r₂) * screeningDet q d r₁ r₂ = 2 * π / q := by
    field_simp
  have hm : !![1 + r₁ * q, r₂ * q * Real.exp (-(q * d));
        r₁ * q * Real.exp (-(q * d)), 1 + r₂ * q] *
      !![1 + r₂ * q * (1 - Real.exp (-(q * d)) ^ 2), Real.exp (-(q * d));
        Real.exp (-(q * d)), 1 + r₁ * q * (1 - Real.exp (-(q * d)) ^ 2)] =
      screeningDet q d r₁ r₂ • !![1, Real.exp (-(q * d)); Real.exp (-(q * d)), 1] := by
    unfold screeningDet
    generalize Real.exp (-(q * d)) = x
    ext i j
    fin_cases i <;> fin_cases j <;> simp [Matrix.mul_apply, Fin.sum_univ_two] <;> ring
  -- the candidate solves the Dyson equation, whose solution is unique
  symm
  apply (dyson_iff hq hd h₁ h₂ _).1
  rw [← sub_eq_iff_eq_add, ← one_sub_mul, dielectric_eq hq, Matrix.mul_smul, hm, smul_smul, hs,
    bare]
```

The entries W₁₁ and W₁₂ are then read off, with D written out. Positivity of W₁₂ follows from D > 0.

```lean
/-- Screened interaction within layer 1, for `q > 0`, nonnegative distance and nonnegative
screening lengths. -/
theorem intralayer_eq {q d r₁ r₂ : ℝ} (hq : 0 < q) (hd : 0 ≤ d) (h₁ : 0 ≤ r₁) (h₂ : 0 ≤ r₂) :
    screened q d r₁ r₂ 0 0 = 2 * π * (1 + r₂ * q * (1 - Real.exp (-(q * d)) ^ 2)) /
      (q * ((1 + r₁ * q) * (1 + r₂ * q) - r₁ * r₂ * q ^ 2 * Real.exp (-(q * d)) ^ 2)) := by
  rw [screened_eq hq hd h₁ h₂]
  exact div_mul_eq_mul_div _ _ _

/-- Screened interaction between the layers, for `q > 0`, nonnegative distance and nonnegative
screening lengths; it is positive. -/
theorem interlayer_eq {q d r₁ r₂ : ℝ} (hq : 0 < q) (hd : 0 ≤ d) (h₁ : 0 ≤ r₁) (h₂ : 0 ≤ r₂) :
    screened q d r₁ r₂ 0 1 = 2 * π * Real.exp (-(q * d)) /
      (q * ((1 + r₁ * q) * (1 + r₂ * q) - r₁ * r₂ * q ^ 2 * Real.exp (-(q * d)) ^ 2)) ∧
    0 < screened q d r₁ r₂ 0 1 := by
  have h : screened q d r₁ r₂ 0 1 =
      2 * π * Real.exp (-(q * d)) / (q * screeningDet q d r₁ r₂) := by
    rw [screened_eq hq hd h₁ h₂]
    exact div_mul_eq_mul_div _ _ _
  refine ⟨h, ?_⟩
  have hD := (det_dielectric hq hd h₁ h₂).2
  rw [h]
  positivity
```

**Q:** "Strictly decreasing" over which distances, and with what held fixed?

**A:** `StrictAntiOn` with `Set.Ici 0` means: for any 0 ≤ a < b, the value at b is smaller than the value at a. The momentum and both screening lengths stay fixed. The proof multiplies exp(-qb) < exp(-qa) by D(a) ≤ D(b), then clears the denominators with `div_lt_div_iff₀`.

```lean
/-- For `q > 0` and nonnegative screening lengths, the screened interaction between the layers
falls strictly as their distance `d ≥ 0` grows. -/
theorem interlayer_strictAnti {q r₁ r₂ : ℝ} (hq : 0 < q) (h₁ : 0 ≤ r₁) (h₂ : 0 ≤ r₂) :
    StrictAntiOn (fun d => screened q d r₁ r₂ 0 1) (Set.Ici 0) := by
  intro a ha b hb hab
  have hDa := (det_dielectric hq ha h₁ h₂).2
  have hDb := (det_dielectric hq hb h₁ h₂).2
  have hx : Real.exp (-(q * b)) < Real.exp (-(q * a)) :=
    Real.exp_lt_exp.2 (neg_lt_neg (mul_lt_mul_of_pos_left hab hq))
  -- the denominator does not fall with distance
  have hD : screeningDet q a r₁ r₂ ≤ screeningDet q b r₁ r₂ := by
    unfold screeningDet
    gcongr
  have h := mul_lt_mul hx hD hDa (Real.exp_pos _).le
  have h' := mul_lt_mul_of_pos_left h (by positivity : 0 < 2 * π * q)
  change screened q b r₁ r₂ 0 1 < screened q a r₁ r₂ 0 1
  rw [(interlayer_eq hq ha h₁ h₂).1, (interlayer_eq hq hb h₁ h₂).1]
  change _ / (q * screeningDet q b r₁ r₂) < _ / (q * screeningDet q a r₁ r₂)
  rw [div_lt_div_iff₀ (mul_pos hq hDb) (mul_pos hq hDa)]
  linarith
```

The comparison with W₁₁ uses the factorized difference, stated as `hdiff`. If the difference is zero, the positive factor can be removed, so exp(-qd) = 1 and d = 0.

```lean
/-- For `q > 0`, nonnegative distance and nonnegative screening lengths, the interaction between
the layers is at most that within layer 1, with equality exactly at zero distance. -/
theorem interlayer_le_intralayer {q d r₁ r₂ : ℝ} (hq : 0 < q) (hd : 0 ≤ d)
    (h₁ : 0 ≤ r₁) (h₂ : 0 ≤ r₂) :
    screened q d r₁ r₂ 0 1 ≤ screened q d r₁ r₂ 0 0 ∧
      (screened q d r₁ r₂ 0 1 = screened q d r₁ r₂ 0 0 ↔ d = 0) := by
  have hD := (det_dielectric hq hd h₁ h₂).2
  have hx : Real.exp (-(q * d)) ≤ 1 :=
    Real.exp_le_one_iff.2 (neg_nonpos.2 (mul_nonneg hq.le hd))
  have hc : 0 < 2 * π / (q * screeningDet q d r₁ r₂) *
      (1 + r₂ * q * (1 + Real.exp (-(q * d)))) := by positivity
  -- the difference carries the factor `1 - exp (-q d)`
  have hdiff : screened q d r₁ r₂ 0 0 - screened q d r₁ r₂ 0 1 =
      2 * π / (q * screeningDet q d r₁ r₂) * (1 + r₂ * q * (1 + Real.exp (-(q * d)))) *
        (1 - Real.exp (-(q * d))) := by
    rw [intralayer_eq hq hd h₁ h₂, (interlayer_eq hq hd h₁ h₂).1]
    change _ / (q * screeningDet q d r₁ r₂) - _ / (q * screeningDet q d r₁ r₂) = _
    ring
  constructor
  · have := mul_nonneg hc.le (sub_nonneg.2 hx)
    linarith
  · constructor
    · intro h
      rw [h, sub_self] at hdiff
      have h0 := (mul_eq_zero.1 hdiff.symm).resolve_left hc.ne'
      have h1 : Real.exp (-(q * d)) = 1 := by linarith
      have h2 := (Real.exp_eq_one_iff _).1 h1
      exact (mul_eq_zero.1 (neg_eq_zero.1 h2)).resolve_left hq.ne'
    · intro h
      have h1 : Real.exp (-(q * d)) = 1 := by rw [h, mul_zero, neg_zero, Real.exp_zero]
      rw [h1, sub_self, mul_zero] at hdiff
      linarith
```

**Q:** Must the screening lengths be nonnegative, or is that just convenient?

**A:** Some restriction is needed. Take r₂ = 0 and r₁ = -1/q. The first row of 1 - vP is then zero, while the first row of v is not, so the Dyson equation has no solution. Lean assigns the zero matrix as the inverse of a singular matrix, so `screened` would return zero and W₁₂ would not be positive. The example rules out allowing every real r₁; it does not show that every negative value fails.

**Q:** At d = 0, two real layers would overlap. What does the Keldysh result mean there?

**A:** It is the limit d → 0 of the sheet model at fixed q, r₁ and r₂: the pair acts as one sheet whose screening length is the sum. At a finite distance, all four entries differ from this value by only a small fraction of it when qd, r₁q²d and r₂q²d are all small; a small qd alone is not enough if the screening lengths are large. In Lean, x becomes 1, D simplifies, and the four entries are checked.

```lean
/-- At zero distance, for `q > 0` and nonnegative screening lengths, every entry of the screened
interaction is the Keldysh interaction with the summed screening length `r₁ + r₂`. -/
theorem screened_zero_distance {q r₁ r₂ : ℝ} (hq : 0 < q) (h₁ : 0 ≤ r₁) (h₂ : 0 ≤ r₂)
    (i j : Fin 2) : screened q 0 r₁ r₂ i j = keldysh q (r₁ + r₂) := by
  have hD : screeningDet q 0 r₁ r₂ = 1 + (r₁ + r₂) * q := by
    unfold screeningDet
    rw [mul_zero, neg_zero, Real.exp_zero]
    ring
  rw [screened_eq hq le_rfl h₁ h₂, hD, keldysh]
  fin_cases i <;> fin_cases j <;> simp
```

The opposite limit is stated for layer 1. `Tendsto` along `atTop` is d → ∞. The proof takes the limits of numerator and denominator separately, checks that the latter is nonzero, and divides. The closed form is available only for d ≥ 0, so `filter_upwards` restricts to those distances.

```lean
/-- As the layers are moved apart, for `q > 0` and nonnegative screening lengths, the interaction
within layer 1 tends to the Keldysh interaction with its own screening length `r₁`. -/
theorem intralayer_tendsto {q r₁ r₂ : ℝ} (hq : 0 < q) (h₁ : 0 ≤ r₁) (h₂ : 0 ≤ r₂) :
    Tendsto (fun d => screened q d r₁ r₂ 0 0) atTop (𝓝 (keldysh q r₁)) := by
  have hx : Tendsto (fun d : ℝ => Real.exp (-(q * d))) atTop (𝓝 0) :=
    Real.tendsto_exp_neg_atTop_nhds_zero.comp (tendsto_id.const_mul_atTop hq)
  have ha : 0 < 1 + r₁ * q := by positivity
  have hb : 0 < 1 + r₂ * q := by positivity
  have hnum : Tendsto (fun d : ℝ => 2 * π * (1 + r₂ * q * (1 - Real.exp (-(q * d)) ^ 2)))
      atTop (𝓝 (2 * π * (1 + r₂ * q * (1 - 0 ^ 2)))) :=
    (((hx.pow 2).const_sub 1).const_mul (r₂ * q)).const_add 1 |>.const_mul (2 * π)
  have hden : Tendsto (fun d : ℝ => q * ((1 + r₁ * q) * (1 + r₂ * q) -
      r₁ * r₂ * q ^ 2 * Real.exp (-(q * d)) ^ 2)) atTop
      (𝓝 (q * ((1 + r₁ * q) * (1 + r₂ * q) - r₁ * r₂ * q ^ 2 * 0 ^ 2))) :=
    (((hx.pow 2).const_mul (r₁ * r₂ * q ^ 2)).const_sub _).const_mul q
  have hne : q * ((1 + r₁ * q) * (1 + r₂ * q) - r₁ * r₂ * q ^ 2 * 0 ^ 2) ≠ 0 := by
    have : 0 < q * ((1 + r₁ * q) * (1 + r₂ * q)) := by positivity
    intro h
    linarith
  have hlim : 2 * π * (1 + r₂ * q * (1 - 0 ^ 2)) /
      (q * ((1 + r₁ * q) * (1 + r₂ * q) - r₁ * r₂ * q ^ 2 * 0 ^ 2)) = keldysh q r₁ := by
    rw [keldysh, div_eq_div_iff hne (mul_pos hq ha).ne']
    ring
  rw [← hlim]
  refine (hnum.div hden hne).congr' ?_
  filter_upwards [eventually_ge_atTop (0 : ℝ)] with d hd
  exact (intralayer_eq hq hd h₁ h₂).symm

end

end BilayerScreening
```

```lean
#print axioms BilayerScreening.interlayer_strictAnti
-- 'BilayerScreening.interlayer_strictAnti' depends on axioms: [propext, Classical.choice, Quot.sound]
#print axioms BilayerScreening.interlayer_le_intralayer
-- 'BilayerScreening.interlayer_le_intralayer' depends on axioms: [propext, Classical.choice, Quot.sound]
#print axioms BilayerScreening.screened_zero_distance
-- 'BilayerScreening.screened_zero_distance' depends on axioms: [propext, Classical.choice, Quot.sound]
#print axioms BilayerScreening.intralayer_tendsto
-- 'BilayerScreening.intralayer_tendsto' depends on axioms: [propext, Classical.choice, Quot.sound]
```

**Q:** Suppose my bilayer is embedded in a uniform medium with dielectric constant κ, not in vacuum.

**A:** Then v would be modelled with 2π/(κq) in place of 2π/q. The same algebra replaces each rᵢ by rᵢ/κ and divides W by κ, so at d = 0 the interaction becomes 2π/(q(κ + (r₁ + r₂)q)). For fixed κ > 0, the ordering and the decay with distance survive. The Lean theorems are for κ = 1.

**Q:** So what remains for me to justify before I use W₁₂ for a real material?

**A:** That your layers respond as P says: as two sheets without thickness, each with a static polarization proportional to q² and a screening length that does not change with d. Hybridization between close layers, for example, would spoil this. Within that static two-sheet model, W₁₂ supplies the direct electron–hole attraction for interlayer excitons in a Bethe–Salpeter calculation, and the zero-distance value gives a check on its implementation.
